# A continuously differentiable polarization with a periodic phase has an integer mean Born charge over each period

Suppose I describe the polarization of a one-dimensional crystal that stays insulating by a continuously differentiable real function \(P(u)\) of the displacement \(u\) of one sublattice, and I ask for periodicity only of the phase \(e^{2\pi i P(u)}\), not of \(P\) itself. Polarization is measured in units of the elementary charge, and the period \(a\) is the cell length. The Born charge \(aP'(u)\) that I get at a given displacement is usually some non-integer number. Yet its average, as the sublattice is carried through one full cell, is supposed to be an integer that doesn't depend on where the sublattice started. Can this be made rigorous and checked by machine, including the statement that the charge at a single displacement need not be an integer?

## Why the periodicity belongs to the phase

Yes. The choice to put the periodicity on the phase matters, because a periodic \(P\) would give a mean charge of zero and nothing else. When a whole sublattice moves by one cell length, the crystal returns to its original structure. The bulk polarization of that structure is defined only up to an integer in these units, so a continuously followed \(P\) may come back shifted by an integer. The phase \(e^{2\pi iP}\) is insensitive to that shift, and its periodicity expresses the return of the crystal to itself.

Let \(P:\mathbb R\to\mathbb R\) be continuously differentiable and assume

\[
e^{2\pi i P(u+a)}=e^{2\pi i P(u)}\qquad\text{for all }u .
\]

**Equal phases.** Two exponentials \(e^{z}\) and \(e^{w}\) agree exactly when \(z=w+2\pi i n\) for some integer \(n\). With \(z=2\pi i x\) and \(w=2\pi i y\), division by \(2\pi i\) gives \(x=y+n\). Hence for each \(u\) there is an integer \(n(u)\) with

\[
P(u+a)-P(u)=n(u).
\]

**The integral.** Since \(P'\) is continuous, the fundamental theorem of calculus gives

\[
\int_{u_0}^{u_0+a}P'(u)\,du=P(u_0+a)-P(u_0)=n(u_0).
\]

**One integer for all starting points.** The function \(g(u)=P(u+a)-P(u)\) is continuous and takes only integer values. If \(g(x)>g(y)\) for some \(x\) and \(y\), then \(g(x)\ge g(y)+1\). By the intermediate value theorem \(g\) takes the value \(g(y)+\tfrac12\) somewhere, and this is not an integer. So \(g(x)\le g(y)\) for all \(x\) and \(y\). Exchanging the two points gives equality, and \(n(u)\) is a constant \(n\).

**The converse.** If the integral equals one integer \(n\) for every \(u_0\), then \(P(u_0+a)=P(u_0)+n\), and the two phases agree because \(e^{2\pi i n}=1\).

**The mean Born charge.** Write the displacement as \(u=u_0+as\) with \(s\) between 0 and 1. Then \(du=a\,ds\), and

\[
\int_0^1 aP'(u_0+as)\,ds=\int_{u_0}^{u_0+a}P'(u)\,du=n .
\]

For \(a>0\) the mean value theorem supplies a \(u\) strictly between \(u_0\) and \(u_0+a\) with

\[
P'(u)=\frac{P(u_0+a)-P(u_0)}{a}=\frac na ,
\]

so the local Born charge \(aP'(u)\) equals the integer mean at least once inside every period.

## A local charge that is half an integer off

Take \(a=1\), an integer \(n\), a real number \(b\), and

\[
P(u)=nu+\frac{b}{2\pi}\sin(2\pi u).
\]

The sine has period 1, so \(P(u+1)=P(u)+n\) and the phase has period 1. The mean charge is therefore \(n\). The derivative is

\[
P'(u)=n+b\cos(2\pi u),
\]

which for \(b=\tfrac12\) and \(u=0\) equals \(n+\tfrac12\). Since \(n\) was arbitrary, every integer occurs as a mean charge, and in each case the local charge at \(u=0\) is not an integer.

## The crystal as a real function in Lean

The polarization is a function `P : ℝ → ℝ`, and `ContDiff ℝ 1 P` says that it is continuously differentiable. Physically this stands for a crystal that stays insulating along the whole path, with its polarization followed smoothly from one displacement to the next. The definition `phase p` is \(e^{2\pi i p}\), which fixes the unit: one elementary charge corresponds to one full turn of the phase.

The definition `bornCharge a P u` is \(aP'(u)\). The factor \(a\) is the cell length, which in one dimension takes the place of the cell volume in the usual definition of the Born charge. The definition `meanBornCharge a P u0` averages over the reduced displacement \(s\in[0,1]\), so it contains no division by \(a\).

Three theorems carry the physics.

- `phase_periodic_iff_integral_quantised` says that the phase has period \(a\) if and only if there is one integer \(n\) such that the integral of \(P'\) from \(u_0\) to \(u_0+a\) equals \(n\) for every \(u_0\). The order of the quantifiers, `∃ n : ℤ, ∀ u0`, expresses the independence of the starting point. No sign is required of \(a\); for \(a=0\) both sides hold, with \(n=0\).
- `meanBornCharge_quantised_and_attained` assumes \(a>0\) and the periodic phase. It gives one integer that is the mean Born charge for every starting point and is also the local Born charge at some displacement in each open interval `Ioo u0 (u0 + a)`.
- `modelPolarization_witness` says that, for every integer \(n\), the example with \(b=\tfrac12\) is continuously differentiable, has a phase of period 1 and has mean charge \(n\), while its charge at \(u=0\) differs from every integer.

The periodicity of the phase is a hypothesis. The file contains no Hamiltonian, no electronic ground state and no Berry phase from which it would follow. The setting is one-dimensional, with a single displacement and a single component of the polarization, whereas in three dimensions the Born charge is a tensor.

In lattice dynamics, Born charges describe how displacements couple to an electric field, and they are normally evaluated at the equilibrium structure. Within this one-dimensional model with an assumed periodic phase, such a local value is not restricted to integers, and only the average over a full sublattice translation is.

```lean
import Mathlib

open Real Set

namespace QuantisedBornCharge

noncomputable section

/-- The phase factor `exp(2πi p)` of a polarization `p` measured in units of the
elementary charge. -/
def phase (p : ℝ) : ℂ := Complex.exp (2 * π * Complex.I * p)

/-- The Born charge `a P'(u)` of the displaced sublattice in a one-dimensional crystal
with cell length `a` and polarization `P`. -/
def bornCharge (a : ℝ) (P : ℝ → ℝ) (u : ℝ) : ℝ := a * deriv P u

/-- The mean Born charge as the sublattice moves from `u0` to `u0 + a`, written as an
integral over the reduced displacement `s` between 0 and 1. -/
def meanBornCharge (a : ℝ) (P : ℝ → ℝ) (u0 : ℝ) : ℝ :=
  ∫ s in (0 : ℝ)..1, bornCharge a P (u0 + a * s)

/-- Two polarizations have the same phase factor exactly when they differ by an integer. -/
theorem phase_eq_iff (x y : ℝ) : phase x = phase y ↔ ∃ n : ℤ, x = y + n := by
  unfold phase
  rw [Complex.exp_eq_exp_iff_exists_int]
  constructor
  · rintro ⟨n, h⟩
    refine ⟨n, ?_⟩
    have h2 : (2 * π * Complex.I : ℂ) * (x : ℂ)
        = (2 * π * Complex.I) * ((y : ℂ) + (n : ℂ)) := by
      linear_combination h
    have h3 := mul_left_cancel₀ Complex.two_pi_I_ne_zero h2
    exact_mod_cast h3
  · rintro ⟨n, h⟩
    refine ⟨n, ?_⟩
    rw [h]
    push_cast
    ring

/-- For a continuously differentiable polarization, the integral of `P'` from `u0` to `u0 + a` is
the change of the polarization. -/
theorem integral_deriv_eq_change {P : ℝ → ℝ} (hP : ContDiff ℝ 1 P) (a u0 : ℝ) :
    ∫ u in u0..(u0 + a), deriv P u = P (u0 + a) - P u0 := by
  have hd : Differentiable ℝ P := hP.differentiable (by norm_num)
  have hc : Continuous (deriv P) := hP.continuous_deriv le_rfl
  exact intervalIntegral.integral_deriv_eq_sub (fun x _ => hd x) (hc.intervalIntegrable _ _)

/-- A continuous function of the displacement that takes only integer values is constant. -/
theorem integer_valued_constant {g : ℝ → ℝ} (hg : Continuous g)
    (hint : ∀ u, ∃ n : ℤ, g u = n) : ∃ n : ℤ, ∀ u, g u = n := by
  choose n hn using hint
  have key : ∀ x y, n x ≤ n y := by
    intro x y
    by_contra hlt
    have h1 : n y + 1 ≤ n x := by omega
    have h1' : (n y : ℝ) + 1 ≤ n x := by exact_mod_cast h1
    -- a jump would force `g` through a half-integer
    obtain ⟨z, hz⟩ := mem_range_of_exists_le_of_exists_ge (c := (n y : ℝ) + 1 / 2) hg
      ⟨y, by rw [hn y]; linarith⟩ ⟨x, by rw [hn x]; linarith⟩
    rw [hn z] at hz
    have h2 : (2 : ℝ) * n z = 2 * n y + 1 := by linarith
    have h3 : 2 * n z = 2 * n y + 1 := by exact_mod_cast h2
    omega
  refine ⟨n 0, fun u => ?_⟩
  rw [hn u, le_antisymm (key u 0) (key 0 u)]

/-- The phase factor of a continuously differentiable polarization has period `a` in the
displacement if and only if the integral of `P'` from `u0` to `u0 + a` is one and the same integer
for all `u0`. -/
theorem phase_periodic_iff_integral_quantised {P : ℝ → ℝ} (hP : ContDiff ℝ 1 P) (a : ℝ) :
    (∀ u, phase (P (u + a)) = phase (P u)) ↔
      ∃ n : ℤ, ∀ u0, ∫ u in u0..(u0 + a), deriv P u = n := by
  simp only [integral_deriv_eq_change hP]
  constructor
  · intro h
    have hc : Continuous P := hP.continuous
    -- the change over one period is continuous and integer-valued
    apply integer_valued_constant (g := fun u => P (u + a) - P u)
    · exact (hc.comp (continuous_id.add continuous_const)).sub hc
    · intro u
      obtain ⟨n, hn⟩ := (phase_eq_iff _ _).1 (h u)
      exact ⟨n, by linarith⟩
  · rintro ⟨n, hn⟩ u
    exact (phase_eq_iff _ _).2 ⟨n, by linarith [hn u]⟩

/-- The mean Born charge over one period equals the integral of `P'` over that period. -/
theorem meanBornCharge_eq_integral (a : ℝ) (P : ℝ → ℝ) (u0 : ℝ) :
    meanBornCharge a P u0 = ∫ u in u0..(u0 + a), deriv P u := by
  unfold meanBornCharge bornCharge
  rw [intervalIntegral.integral_const_mul, intervalIntegral.mul_integral_comp_add_mul]
  simp

/-- If the phase factor of a continuously differentiable polarization has period `a > 0`, the mean
Born charge is an integer independent of the starting point, and inside every period some
displacement has exactly this charge. -/
theorem meanBornCharge_quantised_and_attained {P : ℝ → ℝ} (hP : ContDiff ℝ 1 P) {a : ℝ}
    (ha : 0 < a) (h : ∀ u, phase (P (u + a)) = phase (P u)) :
    ∃ n : ℤ, ∀ u0, meanBornCharge a P u0 = n ∧
      ∃ u ∈ Ioo u0 (u0 + a), bornCharge a P u = n := by
  obtain ⟨n, hn⟩ := (phase_periodic_iff_integral_quantised hP a).1 h
  refine ⟨n, fun u0 => ⟨by rw [meanBornCharge_eq_integral, hn u0], ?_⟩⟩
  have hd : Differentiable ℝ P := hP.differentiable (by norm_num)
  -- the mean value theorem on one period
  obtain ⟨u, hu, hslope⟩ := exists_deriv_eq_slope P (show u0 < u0 + a by linarith)
    hP.continuous.continuousOn hd.differentiableOn
  refine ⟨u, hu, ?_⟩
  have hchange := hn u0
  rw [integral_deriv_eq_change hP] at hchange
  unfold bornCharge
  rw [hslope, hchange, add_sub_cancel_left]
  exact mul_div_cancel₀ _ ha.ne'

/-- A model polarization: a linear part of slope `n` plus a sinusoidal modulation of
period 1. -/
def modelPolarization (n : ℤ) (b : ℝ) : ℝ → ℝ :=
  fun u => (n : ℝ) * u + b / (2 * π) * Real.sin (2 * π * u)

/-- For cell length 1 the Born charge of the model is `n + b cos(2πu)`. -/
theorem bornCharge_model (n : ℤ) (b u : ℝ) :
    bornCharge 1 (modelPolarization n b) u = n + b * Real.cos (2 * π * u) := by
  have hpi : π ≠ 0 := Real.pi_ne_zero
  have h0 : HasDerivAt (fun x : ℝ => (n : ℝ) * x) (n : ℝ) u :=
    ((hasDerivAt_id' u).const_mul (n : ℝ)).congr_deriv (mul_one _)
  have h1 : HasDerivAt (fun x : ℝ => 2 * π * x) (2 * π) u :=
    ((hasDerivAt_id' u).const_mul (2 * π)).congr_deriv (mul_one _)
  have h2 : HasDerivAt (modelPolarization n b) (n + b * Real.cos (2 * π * u)) u :=
    (h0.fun_add (h1.sin.const_mul (b / (2 * π)))).congr_deriv (by field_simp)
  unfold bornCharge
  rw [h2.deriv, one_mul]

/-- For every integer `n`, the model with `b = 1/2` is continuously differentiable, its phase
factor has period 1 and its mean Born charge is `n`, yet its Born charge at `u = 0` is not
an integer. -/
theorem modelPolarization_witness (n : ℤ) :
    ContDiff ℝ 1 (modelPolarization n (1 / 2)) ∧
    (∀ u, phase (modelPolarization n (1 / 2) (u + 1))
      = phase (modelPolarization n (1 / 2) u)) ∧
    (∀ u0, meanBornCharge 1 (modelPolarization n (1 / 2)) u0 = n) ∧
    ∀ m : ℤ, bornCharge 1 (modelPolarization n (1 / 2)) 0 ≠ m := by
  have hC : ContDiff ℝ 1 (modelPolarization n (1 / 2)) :=
    (contDiff_const.mul contDiff_id).add
      (contDiff_const.mul (Real.contDiff_sin.comp (contDiff_const.mul contDiff_id)))
  have hshift : ∀ u, modelPolarization n (1 / 2) (u + 1)
      = modelPolarization n (1 / 2) u + n := by
    intro u
    simp only [modelPolarization]
    rw [show 2 * π * (u + 1) = 2 * π * u + 2 * π by ring, Real.sin_add_two_pi]
    ring
  refine ⟨hC, fun u => (phase_eq_iff _ _).2 ⟨n, hshift u⟩, fun u0 => ?_, fun m hm => ?_⟩
  · rw [meanBornCharge_eq_integral, integral_deriv_eq_change hC, hshift u0]
    ring
  · rw [bornCharge_model, mul_zero, Real.cos_zero] at hm
    have h2 : (2 : ℝ) * n + 1 = 2 * m := by linarith
    have h3 : 2 * n + 1 = 2 * m := by exact_mod_cast h2
    omega

end

end QuantisedBornCharge
```

```lean
#print axioms QuantisedBornCharge.meanBornCharge_quantised_and_attained
-- 'QuantisedBornCharge.meanBornCharge_quantised_and_attained' depends on axioms: [propext, Classical.choice, Quot.sound]
```

## How the Lean proof follows the derivation

`phase_eq_iff` is the step on equal phases. Mathlib's `Complex.exp_eq_exp_iff_exists_int` provides the integer multiple of \(2\pi i\). In the forward direction, `linear_combination` brings the equation into the form \(2\pi i\,x=2\pi i\,(y+n)\), and `mul_left_cancel₀` removes the common factor, which is nonzero. The result is an equation between complex numbers, and `exact_mod_cast` returns it to the reals. The other direction substitutes \(x=y+n\) and expands.

`integral_deriv_eq_change` is the fundamental theorem of calculus. The Mathlib lemma behind it needs \(P\) to be differentiable and \(P'\) to be integrable on the interval. Both come from `ContDiff ℝ 1 P`, the second through the continuity of \(P'\).

`integer_valued_constant` holds the continuity argument. The tactic `choose` turns the statement that every value is an integer into a function `n` with \(g(u)=n(u)\). The inner claim `key` says that \(n(x)\le n(y)\) for all \(x\) and \(y\). If it failed, then \(n(y)+1\le n(x)\), and the intermediate value theorem, in the form `mem_range_of_exists_le_of_exists_ge`, would give a point \(z\) with \(g(z)=n(y)+\tfrac12\). Multiplying by 2 produces the integer equation \(2n(z)=2n(y)+1\), an even number equal to an odd one, which `omega` refutes. Applying `key` in both directions between \(u\) and 0 shows that every value equals \(n(0)\).

`phase_periodic_iff_integral_quantised` combines these lemmas. Its first line replaces the integral by \(P(u_0+a)-P(u_0)\) throughout. For the forward direction, `integer_valued_constant` is applied to this difference: its continuity follows from that of \(P\), and its integer values come from `phase_eq_iff`. The reverse direction uses `phase_eq_iff` the other way round.

`meanBornCharge_eq_integral` is the substitution \(u=u_0+as\). It takes the constant \(a\) out of the integral and absorbs it into the change of variables, after which `simp` tidies the end points.

In `meanBornCharge_quantised_and_attained`, the integer comes from the forward direction of the equivalence. The lemma `exists_deriv_eq_slope` is the mean value theorem and gives the displacement at which \(P'\) equals the average slope. Replacing the change of \(P\) by \(n\) leaves \(a\cdot(n/a)=n\), and this is where \(a\neq0\) enters.

For the example, `bornCharge_model` differentiates the linear and the sinusoidal part separately and adds the results. In `modelPolarization_witness`, the auxiliary statement `hshift` is \(P(u+1)=P(u)+n\), from which both the periodic phase and the mean charge follow. For the local charge, an assumed equality \(n+\tfrac12=m\) with an integer \(m\) becomes \(2n+1=2m\), and parity rules it out again.

## The same argument for charge pumped in a cycle

Nothing in the equivalence depends on \(u\) being a displacement. Let \(u\) be the time \(t\), and let \(a\) be the duration \(T\) of a slow cyclic change of a one-dimensional insulator. Then \(P'(t)\) is the bulk current in elementary charges per unit time, and a phase \(e^{2\pi iP(t)}\) of period \(T\) gives

\[
\int_{t_0}^{t_0+T}P'(t)\,dt=n
\]

with the same integer \(n\) for every starting time \(t_0\). The charge transported per cycle is then an integer, although the current need not be constant during the cycle. As with the Born charge, the periodicity of the phase is taken as given here; deriving it from the electronic states of the driven insulator is a separate task.
